# Extrapolating the real Drude conductivity to zero frequency linearly in w²: too low from σ, exact from 1/σ

To estimate a dc conductivity from values at two finite frequencies, one must assume how the conductivity depends on frequency. Here either the conductivity or its reciprocal is taken to be linear in the square of the frequency, and the resulting estimate is tested on a conductivity of Drude form with a single relaxation time,
$$\sigma(w)=\frac{s_0}{1+w^2\tau^2},$$
where $w$ is the angular frequency (usually $\omega$), $s_0$ the dc conductivity and $\tau$ the time over which collisions relax the current. This is the real part of the complex response, since
$$\frac{s_0}{1-iw\tau}=\frac{s_0(1+iw\tau)}{1+w^2\tau^2}.$$

## Dc values from Kubo-Greenwood spectra

In a finite simulation cell the discrete levels make a Kubo-Greenwood spectrum unreliable near $w=0$, so the dc value is often extrapolated. For a noise-free spectrum of Drude form, the results below give the sign and size of the error when the conductivity is extrapolated linearly in $w^2$. That a computed spectrum has this form at both sampled frequencies is an assumption about the material and the calculation.

## Cancelling the quadratic term

For a response $f$ and a frequency ratio $r>1$, define
$$E_r[f](w)=\frac{r^2f(w)-f(rw)}{r^2-1}.$$
If $f(w)=a+bw^2$, the terms in $b$ cancel and $E_r[f](w)=a$.

For the conductivity, put $x=w^2\tau^2$ and $D=(1+x)(1+r^2x)$. Then
$$E_r[\sigma]=\frac{s_0}{r^2-1}\,\frac{r^2(1+r^2x)-(1+x)}{D}=s_0\,\frac{1+(r^2+1)x}{D}.$$
Since $D=1+(r^2+1)x+r^2x^2$, the error is
$$s_0-E_r[\sigma]=\frac{s_0r^2x^2}{D}.$$

For positive $s_0,\tau,w$ this is positive, so the estimate is too low. It still improves on the raw value, whose error is $s_0x/(1+x)$:
$$E_r[\sigma]-\sigma(w)=\frac{s_0x}{1+x}-\frac{s_0r^2x^2}{D}=\frac{s_0x}{D}>0.$$

Because $x^2=w^4\tau^4$ and $D\to1$ as $w\to0$, the error divided by $w^4$ tends to $s_0r^2\tau^4$. At $r=2$,
$$\frac{4\sigma(w)-\sigma(2w)}3=s_0\frac{1+5x}{1+5x+4x^2},$$
and $D\ge1$ bounds the error by $4s_0\tau^4w^4$.

The reciprocal $1/\sigma(w)=(1+w^2\tau^2)/s_0$ has the form $a+bw^2$ with $a=1/s_0$, so its extrapolation is exact.

## High frequency

Dividing the $r=2$ estimate by $\sigma(w)$ gives $(1+5x)/(1+4x)$, which tends to $5/4$ as $x\to\infty$. Far above the relaxation rate, the extrapolation raises the raw value by only a quarter, while both tend to zero.

## Several relaxation times

For parallel channels the conductivities add. Since $E_r$ is linear, the total estimate is again below the total dc value when every channel has a positive dc conductivity (its weight) and a positive relaxation time. The reciprocal is no longer exact in general. With two channels of unit weight and relaxation times 1 and 2, the dc resistivity is $1/2$, while $\sigma(1)=7/10$ and $\sigma(2)=22/85$, so
$$\frac13\left(4\cdot\frac{10}{7}-\frac{85}{22}\right)=\frac{95}{154}\ne\frac12.$$

## The statements in Lean

`drude s0 τ w` is $\sigma(w)$ and `extrapolate r f w` is $E_r[f](w)$, both real-valued. The constants `s0` and `τ` are independent inputs, not derived from a microscopic model. The reciprocal $1/\sigma(w)$ of the real part is not the real part of the complex resistivity, which for a single relaxation time is $1/s_0$ at every frequency.

`drude_extrapolation` states, for $r=2$ and positive `s0`, `τ` and `w`, the closed form, the sign and quartic bound of the error, and the exactness for the reciprocal; its hypothesis `hx` only names $x$. In `dc_error_quartic`, `𝓝[≠] 0` means that $w$ approaches zero without equalling it. The channels are indexed by a finite nonempty type `ι`, so a single channel is allowed.

```lean
import Mathlib

open Filter Topology

namespace DrudeExtrapolation

noncomputable section

/-- The real part of the Drude conductivity at frequency `w`, with dc value `s0` and relaxation time
`τ`. -/
def drude (s0 τ w : ℝ) : ℝ := s0 / (1 + w ^ 2 * τ ^ 2)

/-- Extrapolation of a response `f` to zero frequency from its values at `w` and `r * w`,
built to cancel a term quadratic in frequency; its domain is `r ^ 2 ≠ 1`. -/
def extrapolate (r : ℝ) (f : ℝ → ℝ) (w : ℝ) : ℝ :=
  (r ^ 2 * f w - f (r * w)) / (r ^ 2 - 1)

/-- `drude s0 τ w` is the real part of the complex response `s0 / (1 - i w τ)`. -/
theorem drude_eq_re (s0 τ w : ℝ) :
    ((s0 : ℂ) / (1 - Complex.I * w * τ)).re = drude s0 τ w := by
  rw [Complex.div_re]
  simp [Complex.normSq_apply, drude]
  ring

/-- The exact amount by which the conductivity extrapolated from `w` and `r * w`, with `r > 1`,
differs from the dc value. -/
theorem dc_error (s0 τ w : ℝ) {r : ℝ} (hr : 1 < r) :
    s0 - extrapolate r (drude s0 τ) w =
      s0 * r ^ 2 * τ ^ 4 * w ^ 4 / ((1 + w ^ 2 * τ ^ 2) * (1 + r ^ 2 * w ^ 2 * τ ^ 2)) := by
  have h1 : r ^ 2 - 1 ≠ 0 := (by nlinarith : 0 < r ^ 2 - 1).ne'
  have h2 : 1 + w ^ 2 * τ ^ 2 ≠ 0 := by positivity
  have h3 : 1 + r ^ 2 * w ^ 2 * τ ^ 2 ≠ 0 := by positivity
  unfold extrapolate drude
  rw [mul_pow r w 2]
  field_simp
  ring

/-- For positive `s0`, `τ`, `w` and `r > 1`, the extrapolated conductivity lies strictly between
the conductivity at `w` and the dc value. -/
theorem extrapolate_between {s0 τ w r : ℝ} (hs : 0 < s0) (hτ : 0 < τ) (hw : 0 < w)
    (hr : 1 < r) :
    drude s0 τ w < extrapolate r (drude s0 τ) w ∧ extrapolate r (drude s0 τ) w < s0 := by
  have hr0 : 0 < r := by linarith
  constructor
  · -- the gain over the raw value is the raw error minus the remaining error
    have hgain : extrapolate r (drude s0 τ) w - drude s0 τ w =
        s0 * w ^ 2 * τ ^ 2 / ((1 + w ^ 2 * τ ^ 2) * (1 + r ^ 2 * w ^ 2 * τ ^ 2)) := by
      have h2 : 1 + w ^ 2 * τ ^ 2 ≠ 0 := by positivity
      have h3 : 1 + r ^ 2 * w ^ 2 * τ ^ 2 ≠ 0 := by positivity
      have hraw : s0 - drude s0 τ w = s0 * w ^ 2 * τ ^ 2 / (1 + w ^ 2 * τ ^ 2) := by
        unfold drude
        field_simp
        ring
      have hsplit : s0 * w ^ 2 * τ ^ 2 / (1 + w ^ 2 * τ ^ 2) -
          s0 * r ^ 2 * τ ^ 4 * w ^ 4 / ((1 + w ^ 2 * τ ^ 2) * (1 + r ^ 2 * w ^ 2 * τ ^ 2)) =
          s0 * w ^ 2 * τ ^ 2 / ((1 + w ^ 2 * τ ^ 2) * (1 + r ^ 2 * w ^ 2 * τ ^ 2)) := by
        rw [← mul_div_mul_right _ (1 + w ^ 2 * τ ^ 2) h3, ← sub_div]
        congr 1
        ring
      linarith [dc_error s0 τ w hr]
    have hpos : 0 < s0 * w ^ 2 * τ ^ 2 /
        ((1 + w ^ 2 * τ ^ 2) * (1 + r ^ 2 * w ^ 2 * τ ^ 2)) := by positivity
    linarith
  · rw [← sub_pos, dc_error s0 τ w hr]
    positivity

/-- For `r > 1`, the error of the extrapolated conductivity divided by `w ^ 4` tends to
`s0 * r ^ 2 * τ ^ 4` as the frequency tends to zero. -/
theorem dc_error_quartic (s0 τ : ℝ) {r : ℝ} (hr : 1 < r) :
    Tendsto (fun w => (s0 - extrapolate r (drude s0 τ) w) / w ^ 4) (𝓝[≠] 0)
      (𝓝 (s0 * r ^ 2 * τ ^ 4)) := by
  have hc : Continuous (fun w : ℝ => s0 * r ^ 2 * τ ^ 4 /
      ((1 + w ^ 2 * τ ^ 2) * (1 + r ^ 2 * w ^ 2 * τ ^ 2))) :=
    Continuous.div (by fun_prop) (by fun_prop) (fun w => by positivity)
  have h0 : Tendsto (fun w : ℝ => s0 * r ^ 2 * τ ^ 4 /
      ((1 + w ^ 2 * τ ^ 2) * (1 + r ^ 2 * w ^ 2 * τ ^ 2))) (𝓝 0)
      (𝓝 (s0 * r ^ 2 * τ ^ 4)) := by
    simpa using hc.tendsto 0
  -- away from zero frequency the factor `w ^ 4` cancels
  refine (h0.mono_left nhdsWithin_le_nhds).congr' ?_
  filter_upwards [self_mem_nhdsWithin] with w hw
  have hw4 : w ^ 4 ≠ 0 := pow_ne_zero 4 hw
  rw [dc_error s0 τ w hr, div_right_comm, mul_div_cancel_right₀ _ hw4]

/-- For nonzero `s0` and `r > 1`, extrapolating the reciprocal of `drude` gives the exact inverse of
the dc conductivity, at every frequency. -/
theorem resistivity_exact {s0 r : ℝ} (τ w : ℝ) (hs : s0 ≠ 0) (hr : 1 < r) :
    s0 * extrapolate r (fun u => 1 / drude s0 τ u) w = 1 := by
  have h1 : r ^ 2 - 1 ≠ 0 := (by nlinarith : 0 < r ^ 2 - 1).ne'
  simp only [extrapolate, drude, one_div_div]
  field_simp
  ring

/-- Extrapolation from `w` and `2 * w` for positive `s0`, `τ`, `w`: the conductivity has the stated
closed form, lies below the dc value and misses it by at most `4 * s0 * τ ^ 4 * w ^ 4`, while
extrapolating the reciprocal of `drude` gives `1 / s0` exactly. -/
theorem drude_extrapolation {s0 τ w x : ℝ} (hs : 0 < s0) (hτ : 0 < τ) (hw : 0 < w)
    (hx : x = w ^ 2 * τ ^ 2) :
    (4 * drude s0 τ w - drude s0 τ (2 * w)) / 3 = s0 * (1 + 5 * x) / (1 + 5 * x + 4 * x ^ 2) ∧
    (4 * drude s0 τ w - drude s0 τ (2 * w)) / 3 < s0 ∧
    s0 - (4 * drude s0 τ w - drude s0 τ (2 * w)) / 3 ≤ 4 * s0 * τ ^ 4 * w ^ 4 ∧
    (4 * (1 / drude s0 τ w) - 1 / drude s0 τ (2 * w)) / 3 = 1 / s0 := by
  have h2 : (1 : ℝ) < 2 := by norm_num
  have hE (f : ℝ → ℝ) : (4 * f w - f (2 * w)) / 3 = extrapolate 2 f w := by
    unfold extrapolate
    norm_num
  have hx0 : 0 < x := by rw [hx]; positivity
  have herr : s0 - extrapolate 2 (drude s0 τ) w =
      4 * s0 * τ ^ 4 * w ^ 4 / (1 + 5 * x + 4 * x ^ 2) := by
    rw [dc_error s0 τ w h2, hx]
    congr 1 <;> ring
  rw [hE (drude s0 τ), hE (fun u => 1 / drude s0 τ u)]
  refine ⟨?_, (extrapolate_between hs hτ hw h2).2, ?_, ?_⟩
  · have hd : 1 + 5 * x + 4 * x ^ 2 ≠ 0 := by positivity
    have hnum : 4 * s0 * τ ^ 4 * w ^ 4 = 4 * s0 * x ^ 2 := by rw [hx]; ring
    rw [hnum, eq_div_iff hd] at herr
    rw [eq_div_iff hd]
    linear_combination -herr
  · rw [herr]
    exact div_le_self (by positivity) (by nlinarith [sq_nonneg x])
  · rw [eq_div_iff hs.ne', mul_comm]
    exact resistivity_exact τ w hs.ne' h2

/-- For finitely many (at least one) parallel Drude channels with positive weights and relaxation
times, the conductivity extrapolated with `r > 1` from `w > 0` lies below the total dc value. -/
theorem channels_below_dc {ι : Type*} [Fintype ι] [Nonempty ι] {s τ : ι → ℝ} {w r : ℝ}
    (hs : ∀ i, 0 < s i) (hτ : ∀ i, 0 < τ i) (hw : 0 < w) (hr : 1 < r) :
    extrapolate r (fun u => ∑ i, drude (s i) (τ i) u) w < ∑ i, s i := by
  -- the extrapolation is linear in the response
  have hlin : extrapolate r (fun u => ∑ i, drude (s i) (τ i) u) w =
      ∑ i, extrapolate r (drude (s i) (τ i)) w := by
    simp only [extrapolate]
    rw [← Finset.sum_div, Finset.sum_sub_distrib, Finset.mul_sum]
  rw [hlin]
  exact Finset.sum_lt_sum_of_nonempty Finset.univ_nonempty
    (fun i _ => (extrapolate_between (hs i) (hτ i) hw hr).2)

/-- Two parallel channels of unit weight with relaxation times 1 and 2: extrapolating the reciprocal
of their summed `drude` values from frequencies 1 and 2 does not give the dc resistivity `1 / 2`. -/
theorem two_channels_not_exact :
    extrapolate 2 (fun u => 1 / (drude 1 1 u + drude 1 2 u)) 1 ≠ 1 / 2 := by
  norm_num [extrapolate, drude]

end

end DrudeExtrapolation
```

```lean
#print axioms DrudeExtrapolation.dc_error_quartic
-- 'DrudeExtrapolation.dc_error_quartic' depends on axioms: [propext, Classical.choice, Quot.sound]
#print axioms DrudeExtrapolation.drude_extrapolation
-- 'DrudeExtrapolation.drude_extrapolation' depends on axioms: [propext, Classical.choice, Quot.sound]
#print axioms DrudeExtrapolation.channels_below_dc
-- 'DrudeExtrapolation.channels_below_dc' depends on axioms: [propext, Classical.choice, Quot.sound]
#print axioms DrudeExtrapolation.two_channels_not_exact
-- 'DrudeExtrapolation.two_channels_not_exact' depends on axioms: [propext, Classical.choice, Quot.sound]
```

## From the algebra to the proof

`drude_eq_re` computes the real part of the complex quotient. `dc_error` shows that the denominators are nonzero, clears them with `field_simp` and compares polynomials with `ring`.

In `extrapolate_between`, `hraw` is the raw error and `hsplit` subtracts the remaining one. This yields the gain `hgain`, which `positivity` shows to be positive. The upper bound is the sign of `dc_error`.

`dc_error_quartic` takes the limit of $s_0r^2\tau^4/D$ by continuity, then cancels $w^4$ away from zero. `resistivity_exact` is the cancellation for $a+bw^2$, stated as a product equal to 1.

In `drude_extrapolation`, `hE` identifies the factors 4 and 3 with `extrapolate 2`, and `herr` writes the denominator of the error in terms of $x$. The closed form follows by rearrangement, and the quartic bound from a denominator of at least one.

`channels_below_dc` proves linearity in `hlin` and sums the strict inequalities channel by channel. `two_channels_not_exact` evaluates the rational numbers with `norm_num`.
